# First and second derivatives of the Dudarev energy when orbitals and Hubbard projectors both move

When orbitals $\psi_i(t)$ and Hubbard projectors $\phi_p(t)$ both depend on a parameter $t$, the Dudarev energy $E=\frac U2\,\mathrm{Tr}(n-n^2)$ should satisfy

$$E'=U\,\mathrm{Tr}\big((\tfrac12-n)\,n'\big),\qquad E''=U\,\mathrm{Tr}\big((\tfrac12-n)\,n''\big)-U\,\mathrm{Tr}(n'n').$$

Here $n_{pq}=\sum_i\langle\phi_p,\psi_i\rangle\langle\psi_i,\phi_q\rangle$ is the occupation matrix, and $n'$ should split into an orbital response and a term from the displaced projectors. I have in mind twice differentiable vectors in $\mathbb R^N$. The second derivative has many mixed terms, and I would like to see them all accounted for. Can this be made rigorous and checked in Lean?

## Both formulas hold in any complex inner-product space

Yes. They hold for twice differentiable curves in a complex inner-product space, with fixed real occupations $f_i$ allowed. Your case is that of real vectors in $\mathbb C^N$ with $f_i=1$. The constant $U$ is the effective on-site Hubbard interaction and does not depend on $t$. For $U>0$ and $n'\neq0$, the term $-U\,\mathrm{Tr}(n'n')$ is strictly negative.

The result bears on lattice-dynamics calculations with a Hubbard correction, where atom-centred projectors move with the atoms; it covers the Hubbard energy alone, along a one-parameter path with fixed $U$ and $f_i$.

### Sixteen terms in the second derivative

For projector families $a,b$ and orbital families $u,v$, write

$$B(a,u,v,b)_{pq}=\sum_i f_i\,\langle a_p,u_i\rangle\langle v_i,b_q\rangle .$$

Then $n=B(\phi,\psi,\psi,\phi)$. Each slot enters continuously and either linearly or conjugate-linearly, and $t$ is real, so the product rule differentiates one slot at a time:

$$n'=\underbrace{B(\phi,\psi',\psi,\phi)+B(\phi,\psi,\psi',\phi)}_{\text{orbital response}}+\underbrace{B(\phi',\psi,\psi,\phi)+B(\phi,\psi,\psi,\phi')}_{\text{displaced projectors}} .$$

Differentiating these four terms gives sixteen. Four contain a second derivative. The other twelve have first derivatives in two different slots, and each of the six pairs of slots occurs twice:

$$\begin{aligned}
n''={}&B(\phi,\psi'',\psi,\phi)+B(\phi,\psi,\psi'',\phi)+B(\phi'',\psi,\psi,\phi)+B(\phi,\psi,\psi,\phi'')\\
&+2\big[B(\phi',\psi',\psi,\phi)+B(\phi',\psi,\psi',\phi)+B(\phi',\psi,\psi,\phi')\\
&\qquad+B(\phi,\psi',\psi',\phi)+B(\phi,\psi',\psi,\phi')+B(\phi,\psi,\psi',\phi')\big].
\end{aligned}$$

For the energy, cyclicity gives $\mathrm{Tr}(n'n)=\mathrm{Tr}(nn')$, so

$$E'=\tfrac U2\,\mathrm{Re}\,\big[\mathrm{Tr}\,n'-\mathrm{Tr}(n'n)-\mathrm{Tr}(nn')\big]=U\,\mathrm{Re}\,\mathrm{Tr}\big((\tfrac12-n)n'\big).$$

The factor $\frac12-n$ has derivative $-n'$. A second product rule therefore gives

$$E''=U\,\mathrm{Re}\,\mathrm{Tr}\big((\tfrac12-n)n''\big)-U\,\mathrm{Re}\,\mathrm{Tr}(n'n').$$

The real parts discard nothing, because $n$, $n'$ and $n''$ are Hermitian and a product of two Hermitian matrices has a real trace.

Conjugation turns $B(a,u,v,b)_{qp}$ into $B(b,v,u,a)_{pq}$. This exchanges the two terms in each part of $n'$, so $n'$ is Hermitian and

$$\mathrm{Tr}(n'n')=\sum_{p,q}n'_{pq}n'_{qp}=\sum_{p,q}|n'_{pq}|^2 .$$

The sum is positive unless $n'=0$. Hence $E''<U\,\mathrm{Re}\,\mathrm{Tr}((\frac12-n)n'')$ when $U>0$ and $n'\ne0$.

### One orbital and one projector

Take $f=1$, a fixed $\phi=(1,0)$ and $\psi=(\cos t,\sin t)$. Then $n=\cos^2t$, $n'=-\sin2t$ and $n''=-2\cos2t$, so

$$E''=U(\cos^2 2t-\sin^2 2t)=U\cos4t,$$

in agreement with $E=\frac U8\sin^2 2t$. At half filling, $t=\pi/4$, only the term in $n'^2$ survives and $E''=-U$. If the projector rotates together with the orbital, at the same rate and in the same sense, $n$ is constant and the two parts of $n'$ cancel.

### The Lean file

```lean
import Mathlib

open Matrix

namespace HubbardSecondResponse

noncomputable section

variable {H ι m : Type*} [NormedAddCommGroup H] [InnerProductSpace ℂ H]
  [Fintype ι]

/-- The matrix `∑ i, f i ⟨a p, u i⟩ ⟨v i, b q⟩` built from two sets of projectors `a, b`
and two sets of orbitals `u, v`. -/
def block (f : ι → ℝ) (a : m → H) (u v : ι → H) (b : m → H) : Matrix m m ℂ :=
  Matrix.of fun p q => ∑ i, (f i : ℂ) * (inner ℂ (a p) (u i) * inner ℂ (v i) (b q))

/-- The Hubbard occupation matrix of orbitals `ψ` with occupations `f` on projectors `φ`. -/
def occupation (f : ι → ℝ) (φ : m → H) (ψ : ι → H) : Matrix m m ℂ :=
  block f φ ψ ψ φ

/-- The orbital-response term: the orbitals change by `dψ`, the projectors are fixed. -/
def orbitalResponse (f : ι → ℝ) (φ : m → H) (ψ dψ : ι → H) : Matrix m m ℂ :=
  block f φ dψ ψ φ + block f φ ψ dψ φ

/-- The displaced-projector term: the projectors change by `dφ`, the orbitals are fixed. -/
def projectorResponse (f : ι → ℝ) (φ dφ : m → H) (ψ : ι → H) : Matrix m m ℂ :=
  block f dφ ψ ψ φ + block f φ ψ ψ dφ

/-- The first-order occupation matrix, orbital response plus displaced projectors. -/
def response (f : ι → ℝ) (φ dφ : m → H) (ψ dψ : ι → H) : Matrix m m ℂ :=
  orbitalResponse f φ ψ dψ + projectorResponse f φ dφ ψ

/-- The terms in which two different factors are each changed to first order. -/
def mixedResponse (f : ι → ℝ) (φ dφ : m → H) (ψ dψ : ι → H) : Matrix m m ℂ :=
  block f dφ dψ ψ φ + block f dφ ψ dψ φ + block f dφ ψ ψ dφ
    + block f φ dψ dψ φ + block f φ dψ ψ dφ + block f φ ψ dψ dφ

/-- The second-order occupation matrix: response to the second derivatives `ddφ, ddψ`,
plus twice the mixed terms. -/
def secondResponse (f : ι → ℝ) (φ dφ ddφ : m → H) (ψ dψ ddψ : ι → H) : Matrix m m ℂ :=
  response f φ ddφ ψ ddψ + (2 : ℂ) • mixedResponse f φ dφ ψ dψ

/-- The Dudarev energy `(U/2) Re Tr(n - n²)`. -/
def dudarev [Fintype m] (U : ℝ) (n : Matrix m m ℂ) : ℝ :=
  U / 2 * (trace (n - n * n)).re

/-- Product rule for a block: each of its four factors is differentiated in turn. -/
theorem block_hasDerivAt (f : ι → ℝ) {a b : ℝ → m → H} {u v : ℝ → ι → H}
    {a' b' : m → H} {u' v' : ι → H} {t : ℝ}
    (ha : ∀ p, HasDerivAt (fun s => a s p) (a' p) t)
    (hu : ∀ i, HasDerivAt (fun s => u s i) (u' i) t)
    (hv : ∀ i, HasDerivAt (fun s => v s i) (v' i) t)
    (hb : ∀ p, HasDerivAt (fun s => b s p) (b' p) t) (p q : m) :
    HasDerivAt (fun s => block f (a s) (u s) (v s) (b s) p q)
      ((block f a' (u t) (v t) (b t) + block f (a t) u' (v t) (b t)
        + block f (a t) (u t) v' (b t) + block f (a t) (u t) (v t) b') p q) t := by
  have h := fun (i : ι) (_ : i ∈ (Finset.univ : Finset ι)) =>
    (((ha p).inner ℂ (hu i)).fun_mul ((hv i).inner ℂ (hb q))).const_mul (f i : ℂ)
  simp only [block, Matrix.add_apply, Matrix.of_apply]
  refine (HasDerivAt.fun_sum h).congr_deriv ?_
  simp only [← Finset.sum_add_distrib]
  exact Finset.sum_congr rfl fun i _ => by ring

/-- The derivative of the occupation matrix is the orbital-response term plus the
displaced-projector term. -/
theorem occupation_hasDerivAt (f : ι → ℝ) {φ : ℝ → m → H} {ψ : ℝ → ι → H}
    {dφ : m → H} {dψ : ι → H} {t : ℝ}
    (hφ : ∀ p, HasDerivAt (fun s => φ s p) (dφ p) t)
    (hψ : ∀ i, HasDerivAt (fun s => ψ s i) (dψ i) t) (p q : m) :
    HasDerivAt (fun s => occupation f (φ s) (ψ s) p q)
      ((orbitalResponse f (φ t) (ψ t) dψ + projectorResponse f (φ t) dφ (ψ t)) p q) t := by
  refine (block_hasDerivAt f hφ hψ hψ hφ p q).congr_deriv ?_
  simp only [orbitalResponse, projectorResponse, Matrix.add_apply]
  ring

/-- The derivative of the first-order occupation matrix is the second-order one. -/
theorem response_hasDerivAt (f : ι → ℝ) {φ φ₁ : ℝ → m → H} {ψ ψ₁ : ℝ → ι → H}
    {ddφ : m → H} {ddψ : ι → H} {t : ℝ}
    (hφ : ∀ p, HasDerivAt (fun s => φ s p) (φ₁ t p) t)
    (hφ₁ : ∀ p, HasDerivAt (fun s => φ₁ s p) (ddφ p) t)
    (hψ : ∀ i, HasDerivAt (fun s => ψ s i) (ψ₁ t i) t)
    (hψ₁ : ∀ i, HasDerivAt (fun s => ψ₁ s i) (ddψ i) t) (p q : m) :
    HasDerivAt (fun s => response f (φ s) (φ₁ s) (ψ s) (ψ₁ s) p q)
      (secondResponse f (φ t) (φ₁ t) ddφ (ψ t) (ψ₁ t) ddψ p q) t := by
  have h1 := block_hasDerivAt f hφ hψ₁ hψ hφ p q
  have h2 := block_hasDerivAt f hφ hψ hψ₁ hφ p q
  have h3 := block_hasDerivAt f hφ₁ hψ hψ hφ p q
  have h4 := block_hasDerivAt f hφ hψ hψ hφ₁ p q
  simp only [secondResponse, mixedResponse, response, orbitalResponse, projectorResponse,
    Matrix.add_apply, Matrix.smul_apply, smul_eq_mul]
  refine ((h1.fun_add h2).fun_add (h3.fun_add h4)).congr_deriv ?_
  simp only [Matrix.add_apply]
  ring

/-- Product rule for the real part of the trace of a product of two matrices. -/
theorem trace_mul_hasDerivAt [Fintype m] {A B : ℝ → Matrix m m ℂ} {A' B' : Matrix m m ℂ} {t : ℝ}
    (hA : ∀ p q, HasDerivAt (fun s => A s p q) (A' p q) t)
    (hB : ∀ p q, HasDerivAt (fun s => B s p q) (B' p q) t) :
    HasDerivAt (fun s => (trace (A s * B s)).re) (trace (A' * B t + A t * B')).re t := by
  have h := HasDerivAt.fun_sum fun (p : m) (_ : p ∈ (Finset.univ : Finset m)) =>
    HasDerivAt.fun_sum fun (q : m) (_ : q ∈ (Finset.univ : Finset m)) =>
      (hA p q).fun_mul (hB q p)
  have hre := Complex.reCLM.hasFDerivAt.comp_hasDerivAt t h
  simp only [trace, diag_apply, Matrix.add_apply, Matrix.mul_apply,
    ← Finset.sum_add_distrib]
  exact hre

/-- First derivative of the Dudarev energy: `E' = U Re Tr((1/2 - n) n')`. -/
theorem dudarev_hasDerivAt [Fintype m] [DecidableEq m] (U : ℝ) {n : ℝ → Matrix m m ℂ}
    {n' : Matrix m m ℂ} {t : ℝ} (hn : ∀ p q, HasDerivAt (fun s => n s p q) (n' p q) t) :
    HasDerivAt (fun s => dudarev U (n s))
      (U * (trace (((1 / 2 : ℂ) • (1 : Matrix m m ℂ) - n t) * n')).re) t := by
  have h1 : HasDerivAt (fun s => (trace (n s)).re) (trace n').re t :=
    Complex.reCLM.hasFDerivAt.comp_hasDerivAt t
      (HasDerivAt.fun_sum fun (p : m) (_ : p ∈ (Finset.univ : Finset m)) => hn p p)
  simp only [dudarev, trace_sub, Complex.sub_re]
  refine ((h1.fun_sub (trace_mul_hasDerivAt hn hn)).const_mul (U / 2)).congr_deriv ?_
  -- cyclicity merges the two terms coming from `n²`
  have key : trace n' - trace (n' * n t + n t * n')
      = ((2 : ℝ) : ℂ) * trace (((1 / 2 : ℂ) • (1 : Matrix m m ℂ) - n t) * n') := by
    rw [trace_add, trace_mul_comm n' (n t), Matrix.sub_mul, trace_sub, Matrix.smul_mul,
      Matrix.one_mul, trace_smul, smul_eq_mul]
    push_cast
    ring
  rw [← Complex.sub_re, key, Complex.re_ofReal_mul]
  ring

/-- First and second derivatives of the Dudarev energy when orbitals and projectors both move:
`E' = U Re Tr((1/2 - n) n')` and `E'' = U Re Tr((1/2 - n) n'') - U Re Tr(n' n')`. -/
theorem dudarev_second_order [Fintype m] [DecidableEq m] (U : ℝ) (f : ι → ℝ)
    {φ φ₁ φ₂ : ℝ → m → H} {ψ ψ₁ ψ₂ : ℝ → ι → H}
    (hφ : ∀ s p, HasDerivAt (fun r => φ r p) (φ₁ s p) s)
    (hφ₁ : ∀ s p, HasDerivAt (fun r => φ₁ r p) (φ₂ s p) s)
    (hψ : ∀ s i, HasDerivAt (fun r => ψ r i) (ψ₁ s i) s)
    (hψ₁ : ∀ s i, HasDerivAt (fun r => ψ₁ r i) (ψ₂ s i) s) (t : ℝ) :
    HasDerivAt (fun s => dudarev U (occupation f (φ s) (ψ s)))
      (U * (trace (((1 / 2 : ℂ) • (1 : Matrix m m ℂ) - occupation f (φ t) (ψ t))
        * response f (φ t) (φ₁ t) (ψ t) (ψ₁ t))).re) t ∧
    HasDerivAt (deriv fun s => dudarev U (occupation f (φ s) (ψ s)))
      (U * (trace (((1 / 2 : ℂ) • (1 : Matrix m m ℂ) - occupation f (φ t) (ψ t))
          * secondResponse f (φ t) (φ₁ t) (φ₂ t) (ψ t) (ψ₁ t) (ψ₂ t))).re
        - U * (trace (response f (φ t) (φ₁ t) (ψ t) (ψ₁ t)
          * response f (φ t) (φ₁ t) (ψ t) (ψ₁ t))).re) t := by
  have hn := fun s => occupation_hasDerivAt f (hφ s) (hψ s)
  have hE := fun s => dudarev_hasDerivAt U (hn s)
  refine ⟨hE t, ?_⟩
  rw [funext fun s => (hE s).deriv]
  -- differentiate the factor `1/2 - n` and the factor `n'`
  have hA : ∀ p q, HasDerivAt
      (fun s => ((1 / 2 : ℂ) • (1 : Matrix m m ℂ) - occupation f (φ s) (ψ s)) p q)
      ((-response f (φ t) (φ₁ t) (ψ t) (ψ₁ t)) p q) t := fun p q =>
    (hn t p q).const_sub (((1 / 2 : ℂ) • (1 : Matrix m m ℂ)) p q)
  have hB := response_hasDerivAt f (hφ t) (hφ₁ t) (hψ t) (hψ₁ t)
  refine ((trace_mul_hasDerivAt hA hB).const_mul U).congr_deriv ?_
  rw [trace_add, Matrix.neg_mul, trace_neg, Complex.add_re, Complex.neg_re]
  ring

/-- The first-order occupation matrix is Hermitian. -/
theorem response_isHermitian (f : ι → ℝ) (φ dφ : m → H) (ψ dψ : ι → H) :
    (response f φ dφ ψ dψ).IsHermitian := by
  have hb : ∀ (a b : m → H) (u v : ι → H), (block f a u v b)ᴴ = block f b v u a := by
    intro a b u v
    ext p q
    simp only [block, conjTranspose_apply, Matrix.of_apply, ← starRingEnd_apply, map_sum,
      map_mul, Complex.conj_ofReal, inner_conj_symm]
    exact Finset.sum_congr rfl fun i _ => by ring
  show (response f φ dφ ψ dψ)ᴴ = response f φ dφ ψ dψ
  simp only [response, orbitalResponse, projectorResponse, conjTranspose_add, hb]
  abel

/-- For a Hermitian matrix, the real part of `Tr(A A)` is the sum of the squared moduli of the
entries. -/
theorem trace_sq_of_isHermitian [Fintype m] {A : Matrix m m ℂ} (hA : A.IsHermitian) :
    (trace (A * A)).re = ∑ p, ∑ q, ‖A p q‖ ^ 2 := by
  simp only [trace, diag_apply, Matrix.mul_apply, Complex.re_sum]
  refine Finset.sum_congr rfl fun p _ => Finset.sum_congr rfl fun q _ => ?_
  rw [← hA.apply q p, ← starRingEnd_apply, Complex.mul_conj, Complex.ofReal_re,
    Complex.normSq_eq_norm_sq]

/-- For `U > 0` and a nonzero first-order occupation matrix, the second derivative of the
Dudarev energy is strictly below `U Re Tr((1/2 - n) n'')`. -/
theorem dudarev_curvature_lt [Fintype m] [DecidableEq m] {U : ℝ} (hU : 0 < U) (f : ι → ℝ)
    {φ φ₁ φ₂ : ℝ → m → H} {ψ ψ₁ ψ₂ : ℝ → ι → H}
    (hφ : ∀ s p, HasDerivAt (fun r => φ r p) (φ₁ s p) s)
    (hφ₁ : ∀ s p, HasDerivAt (fun r => φ₁ r p) (φ₂ s p) s)
    (hψ : ∀ s i, HasDerivAt (fun r => ψ r i) (ψ₁ s i) s)
    (hψ₁ : ∀ s i, HasDerivAt (fun r => ψ₁ r i) (ψ₂ s i) s) (t : ℝ)
    (hne : response f (φ t) (φ₁ t) (ψ t) (ψ₁ t) ≠ 0) :
    deriv (deriv fun s => dudarev U (occupation f (φ s) (ψ s))) t
      < U * (trace (((1 / 2 : ℂ) • (1 : Matrix m m ℂ) - occupation f (φ t) (ψ t))
          * secondResponse f (φ t) (φ₁ t) (φ₂ t) (ψ t) (ψ₁ t) (ψ₂ t))).re := by
  rw [(dudarev_second_order U f hφ hφ₁ hψ hψ₁ t).2.deriv,
    trace_sq_of_isHermitian (response_isHermitian f _ _ _ _)]
  -- some entry of `n'` is nonzero, so the sum of squares is positive
  obtain ⟨p, q, hpq⟩ : ∃ p q, response f (φ t) (φ₁ t) (ψ t) (ψ₁ t) p q ≠ 0 := by
    by_contra hcon
    push Not at hcon
    exact hne (Matrix.ext hcon)
  have hpos : 0 < ∑ p, ∑ q, ‖response f (φ t) (φ₁ t) (ψ t) (ψ₁ t) p q‖ ^ 2 :=
    Finset.sum_pos' (fun _ _ => Finset.sum_nonneg fun _ _ => by positivity)
      ⟨p, Finset.mem_univ p, Finset.sum_pos' (fun _ _ => by positivity)
        ⟨q, Finset.mem_univ q, pow_pos (norm_pos_iff.mpr hpq) 2⟩⟩
  linarith [mul_pos hU hpos]

end

end HubbardSecondResponse
```

```lean
#print axioms HubbardSecondResponse.dudarev_second_order
-- 'HubbardSecondResponse.dudarev_second_order' depends on axioms: [propext, Classical.choice, Quot.sound]
#print axioms HubbardSecondResponse.dudarev_curvature_lt
-- 'HubbardSecondResponse.dudarev_curvature_lt' depends on axioms: [propext, Classical.choice, Quot.sound]
```

### How the Lean statements match the physics

`H` is the space of one-particle states; it need not be finite-dimensional or complete. The finite type `ι` labels orbitals, and `m` labels projectors and is finite wherever a trace is taken. Lean's `inner ℂ x y` is conjugate-linear in `x`, as in the physicist's $\langle x|y\rangle$.

`block` is $B$ above and `occupation` is $n$. The two parts of $n'$ are `orbitalResponse` and `projectorResponse`, and their sum is `response`. The six mixed terms form `mixedResponse`, which enters `secondResponse`, the matrix $n''$, with the factor 2. `dudarev` is the energy, with the real part taken so that its value is a real number.

`HasDerivAt g c t` says that `g` is differentiable at `t` with derivative `c`. In `dudarev_second_order`, the hypotheses say that `φ₁` and `ψ₁` are the derivatives of `φ` and `ψ` at every parameter value, and that `φ₂` and `ψ₂` are the derivatives of `φ₁` and `ψ₁`. The second derivatives need not be continuous. The conclusion has two parts: the formula for $E'$, and the formula for $E''$ as the derivative of `deriv` applied to the energy. The split of $n'$ is `occupation_hasDerivAt`, stated entry by entry. The strict inequality is `dudarev_curvature_lt`.

Neither the orbitals nor the projectors are assumed orthonormal, and there is no overlap operator as in ultrasoft or projector-augmented-wave schemes. The orbital derivatives are given data; no self-consistent response equation is solved for them. Fixed $f_i$ exclude metals whose occupations respond to the perturbation. The energy is that of a single occupation matrix, whereas a DFT+U calculation sums such terms over sites and spins.

### From the product rule to the strict inequality

`block_hasDerivAt` applies the product rule to both inner products and to their product, then sums over orbitals; `ring` arranges the result as four blocks. `occupation_hasDerivAt` is the case $a=b=\phi$, $u=v=\psi$, regrouped into the two responses.

`response_hasDerivAt` uses the block rule four times, once for each term of $n'$. Its final `ring` collects the twelve mixed contributions into twice six.

`trace_mul_hasDerivAt` writes $\mathrm{Tr}(AB)$ as a double sum of products of entries and differentiates it term by term. In `dudarev_hasDerivAt`, the identity `key` merges $\mathrm{Tr}(n'n)$ and $\mathrm{Tr}(nn')$ through `trace_mul_comm`, which is the cyclicity step above.

The proof of `dudarev_second_order` first obtains $E'$ at every parameter value, so that `deriv` of the energy can be replaced by the explicit formula as a function. It then applies the trace product rule to $\frac12-n$, whose derivative is supplied by `hA`, and to $n'$, whose derivative is supplied by `hB`.

`response_isHermitian` proves the conjugation rule for blocks and uses it to exchange terms in pairs. `trace_sq_of_isHermitian` turns $\mathrm{Re}\,\mathrm{Tr}(n'n')$ into the sum of squared moduli. In `dudarev_curvature_lt`, a nonzero matrix has a nonzero entry, so this sum is positive, and `linarith` finishes with $U>0$.

### Two perturbation parameters

Phonon calculations also need mixed derivatives with respect to two displacements $\lambda$ and $\mu$. A model with twice continuously differentiable functions of both parameters would lead to

$$\partial_\mu\partial_\lambda E=U\,\mathrm{Re}\,\mathrm{Tr}\big((\tfrac12-n)\,\partial_\mu\partial_\lambda n\big)-U\,\mathrm{Re}\,\mathrm{Tr}(\partial_\mu n\,\partial_\lambda n).$$

The derivation is the same, but for $\lambda\neq\mu$ the last trace can have either sign, so the strict inequality would not carry over to the mixed derivatives. The file treats only the one-parameter case.
